# Prony's recurrence determines the nodes of a noise-free signal with R distinct modes of nonzero weight

A quantum computer prepares a state ψ of a molecule with Hamiltonian H, evolves it for k steps of length τ (with ħ = 1), and measures the overlap with the initial state. If ψ has components on R energy levels Eₘ, labelled m = 0, …, R−1, with spectral projectors Pₘ, the overlap is

g(k) = ⟨ψ| exp(−iHkτ) |ψ⟩ = Σₘ pₘ zₘ^k,  pₘ = ⟨ψ|Pₘ|ψ⟩,  zₘ = exp(−iEₘτ).

The question is whether finitely many samples fix the zₘ, and with them the energies. The zₘ are fixed when the samples are exact, R is finite and known, the zₘ are distinct and every pₘ is nonzero. Each zₘ determines Eₘ only up to multiples of 2π/τ, so the energies follow under the further conditions τ ≠ 0 and −π ≤ Eₘτ < π, as in part (h).

In Lean 4 with Mathlib:

```lean
import Mathlib

open Polynomial Finset

namespace PronyPhaseExtraction

noncomputable section

variable {R : ℕ}
```

No Hamiltonian appears in the code. The form of g is taken as a definition, with weights `p` and nodes `z` arbitrary complex functions on `Fin R`, so that damped modes with |zₘ| < 1 are included.

```lean
/-- The time signal `g(k) = ∑ₘ pₘ zₘᵏ` with `R` modes of weights `p` and nodes `z`. -/
def signal (p z : Fin R → ℂ) (k : ℕ) : ℂ := ∑ m, p m * z m ^ k
```

For a polynomial q(X) = Σⱼ qⱼ X^j the residual is

r(k) = Σ_{j=0}^{R} qⱼ g(k+j).

For monic q of degree R, the conditions r(k) = 0 for k < R are R linear equations for q₀, …, q_{R−1}, and they involve only samples g(k) with k < 2R.

```lean
/-- The Prony residual `∑_{j ≤ R} q_j g(k + j)` of a polynomial `q` on a sequence `g`. -/
def residual (R : ℕ) (q : ℂ[X]) (g : ℕ → ℂ) (k : ℕ) : ℂ :=
  ∑ j ∈ range (R + 1), q.coeff j * g (k + j)
```

The nodal polynomial is N(X) = Πₘ (X − zₘ), and `phase τ E` is exp(−iEτ).

```lean
/-- The nodal polynomial `∏ₘ (X - zₘ)`. -/
def nodal (z : Fin R → ℂ) : ℂ[X] := ∏ m, (X - C (z m))

/-- The phase factor `exp(-i E τ)` of energy `E` over a time step `τ`. -/
def phase (τ E : ℝ) : ℂ := Complex.exp (((-(E * τ) : ℝ) : ℂ) * Complex.I)
```

The parts below concern identification of the nodes from exact data. The polynomial q enters as given, and nothing is stated about computing it, about recovering the weights, about shot noise or about an unknown R.

## (a) A polynomial filters the weights

Show that for deg q ≤ R the residual is a signal with the same nodes and weights pₘ q(zₘ).

Insert g and exchange the two finite sums:

r(k) = Σⱼ qⱼ Σₘ pₘ zₘ^(k+j) = Σₘ pₘ zₘ^k Σⱼ qⱼ zₘ^j = Σₘ pₘ q(zₘ) zₘ^k.

The last step needs deg q ≤ R, since j stops at R. In the code `eval_eq_sum_range'` supplies this expansion of q, `Finset.sum_comm` is the exchange, and `ring` matches the terms.

```lean
/-- For `deg q ≤ R` the residual of a signal is the signal with the same nodes and
weights `pₘ q(zₘ)`. -/
theorem residual_signal (p z : Fin R → ℂ) {q : ℂ[X]} (hq : q.natDegree ≤ R) (k : ℕ) :
    residual R q (signal p z) k = signal (fun m => p m * q.eval (z m)) z k := by
  have h : ∀ x, q.eval x = ∑ j ∈ range (R + 1), q.coeff j * x ^ j :=
    fun x => eval_eq_sum_range' (Nat.lt_succ_of_le hq) x
  simp only [residual, signal, h, Finset.mul_sum, Finset.sum_mul]
  rw [Finset.sum_comm]
  refine Finset.sum_congr rfl fun m _ => Finset.sum_congr rfl fun j _ => ?_
  ring
```

## (b) Distinct nodes cannot cancel

Show that if the zₘ are distinct and Σₘ aₘ zₘ^k = 0 for all k < R, then every aₘ vanishes.

The equations read Va = 0 with the R × R matrix V_{km} = zₘ^k. Its Vandermonde determinant

det V = Π_{m<n} (zₙ − zₘ)

is nonzero for distinct nodes, so a = 0. Distinctness is `Function.Injective z`, and a single Mathlib lemma carries the argument.

```lean
/-- A signal on `R` distinct nodes whose first `R` samples vanish has all weights zero. -/
theorem weights_eq_zero {a z : Fin R → ℂ} (hz : Function.Injective z)
    (h : ∀ k < R, signal a z k = 0) : a = 0 :=
  Matrix.eq_zero_of_forall_pow_sum_mul_pow_eq_zero hz fun i => h i i.2
```

## (c) Degree and roots of the nodal polynomial

Show, for arbitrary nodes, that N is monic of degree R, that N(zₘ) = 0, and that its roots with multiplicity are the zₘ.

A product of R monic linear factors is monic and the degrees add up to R. At X = zₘ the factor with index m vanishes. The roots of a product of linear factors are read off factor by factor. The expression `univ.val.map z` is the multiset of the zₘ, an unordered list that keeps repetitions, and `roots` is a multiset as well.

```lean
/-- The nodal polynomial is monic of degree `R`, vanishes at each node, and its roots
counted with multiplicity are the nodes. -/
theorem nodal_spec (z : Fin R → ℂ) :
    (nodal z).Monic ∧ (nodal z).natDegree = R ∧ (∀ m, (nodal z).eval (z m) = 0) ∧
      (nodal z).roots = univ.val.map z := by
  refine ⟨monic_prod_of_monic _ _ fun m _ => monic_X_sub_C (z m), ?_, fun m => ?_, ?_⟩
  · unfold nodal
    rw [natDegree_prod_of_monic _ _ fun m _ => monic_X_sub_C (z m)]
    simp
  · unfold nodal
    rw [eval_prod]
    exact Finset.prod_eq_zero (mem_univ m) (by simp)
  · have h : nodal z = ((univ.val.map z).map fun a => X - C a).prod := by
      rw [Multiset.map_map]
      rfl
    rw [h, roots_multiset_prod_X_sub_C]
```

## (d) R distinct zeros fix a monic polynomial

Show that a monic q of degree R with q(zₘ) = 0 at R distinct nodes equals N.

Each X − zₘ divides q. Linear factors with different roots are coprime, so their product divides q, giving q = N·s. Comparing degrees makes s a constant, and comparing leading coefficients gives s = 1. The divisibility is `hdvd`, and `eq_of_monic_of_dvd_of_natDegree_le` performs both comparisons.

```lean
/-- A monic polynomial of degree `R` vanishing at `R` distinct nodes is the nodal
polynomial. -/
theorem eq_nodal {z : Fin R → ℂ} (hz : Function.Injective z) {q : ℂ[X]} (hm : q.Monic)
    (hd : q.natDegree = R) (h : ∀ m, q.eval (z m) = 0) : q = nodal z := by
  obtain ⟨h1, h2, -, -⟩ := nodal_spec z
  -- the linear factors are pairwise coprime, so their product divides `q`
  have hdvd : nodal z ∣ q :=
    Fintype.prod_dvd_of_coprime (pairwise_coprime_X_sub_C hz)
      fun m => dvd_iff_isRoot.2 (h m)
  exact eq_of_monic_of_dvd_of_natDegree_le h1 hm hdvd (by rw [hd, h2])
```

## (e) The recurrence holds exactly when the roots are the nodes

Let all pₘ ≠ 0, the zₘ be distinct and q be monic of degree R. Show that r(k) = 0 for all k < R if and only if the roots of q, with multiplicity, are z₀, …, z_{R−1}.

Suppose r(k) = 0 for k < R. By (a) and (b), pₘ q(zₘ) = 0 for all m, which is `h0`. Dividing by pₘ gives q(zₘ) = 0, which is `hroot`. Then (d) gives q = N and (c) gives the roots. Conversely, if the roots are the nodes then q(zₘ) = 0, and every term of the sum in (a) vanishes.

Without distinctness the forward direction fails. Take R = 2, z₀ = z₁ = 1 and p₀ = p₁ = 1/2, so that g(k) = 1. For any complex w and q = (X − 1)(X − w),

r(k) = 1 − (1 + w) + w = 0,

while the roots 1, w differ from the nodes 1, 1 whenever w ≠ 1. This example and the one in (h) are direct substitutions and appear in no theorem of the code. Degenerate eigenstates therefore have to be collected into one mode, as the projectors Pₘ do.

```lean
/-- For nonzero weights and distinct nodes, a monic degree-`R` polynomial has vanishing residual for
all `k < R` iff its roots, with multiplicity, are the nodes. -/
theorem prony {p z : Fin R → ℂ} (hp : ∀ m, p m ≠ 0) (hz : Function.Injective z)
    {q : ℂ[X]} (hm : q.Monic) (hd : q.natDegree = R) :
    (∀ k < R, residual R q (signal p z) k = 0) ↔ q.roots = univ.val.map z := by
  constructor
  · intro h
    -- the filtered weights `pₘ q(zₘ)` all vanish
    have h0 : (fun m => p m * q.eval (z m)) = 0 :=
      weights_eq_zero hz fun k hk => by
        rw [← residual_signal p z hd.le k]
        exact h k hk
    have hroot : ∀ m, q.eval (z m) = 0 := fun m =>
      (mul_eq_zero.1 (congrFun h0 m)).resolve_left (hp m)
    rw [eq_nodal hz hm hd hroot]
    exact (nodal_spec z).2.2.2
  · intro h k _
    have hroot : ∀ m, q.eval (z m) = 0 := fun m =>
      isRoot_of_mem_roots (by
        rw [h]
        exact Multiset.mem_map_of_mem z (mem_univ_val m))
    rw [residual_signal p z hd.le k]
    simp [signal, hroot]
```

## (f) R equations imply all the others

For distinct nodes and deg q ≤ R, show that r(k) = 0 for k < R implies r(k) = 0 for every k.

As in (e), the filtered weights pₘ q(zₘ) vanish, and (a) expresses r(k) through them for every k. Neither pₘ ≠ 0 nor a monic q is needed. After `h0` is substituted, `simp` evaluates a signal with zero weights.

```lean
/-- For distinct nodes and `deg q ≤ R`, if the residual vanishes for `k < R` then it
vanishes for every `k`. -/
theorem residual_all {p z : Fin R → ℂ} (hz : Function.Injective z) {q : ℂ[X]}
    (hd : q.natDegree ≤ R) (h : ∀ k < R, residual R q (signal p z) k = 0) (k : ℕ) :
    residual R q (signal p z) k = 0 := by
  have h0 : (fun m => p m * q.eval (z m)) = 0 :=
    weights_eq_zero hz fun k hk => by
      rw [← residual_signal p z hd k]
      exact h k hk
  rw [residual_signal p z hd k, h0]
  simp [signal]
```

## (g) The first 2R samples fix the nodes

Let g have nonzero weights and distinct nodes, and let g′ be any R-mode signal, with weights p′ₘ and nodes z′ₘ under no condition. Show that g(k) = g′(k) for k < 2R forces the two multisets of nodes to agree.

Let N′ be the nodal polynomial of the z′ₘ. For k < R and j ≤ R one has k + j < 2R, so N′ has the same residual on g as on g′; this is `e`, with `omega` proving the inequality. On g′ the residual vanishes by (a) and (c). By (e) the roots of N′ are then the zₘ, and by (c) they are the z′ₘ.

```lean
/-- If any `R`-mode signal agrees in its first `2R` samples with a signal of nonzero
weights and distinct nodes, the two have the same multiset of nodes. -/
theorem nodes_identified {p z p' z' : Fin R → ℂ} (hp : ∀ m, p m ≠ 0)
    (hz : Function.Injective z) (h : ∀ k < 2 * R, signal p z k = signal p' z' k) :
    univ.val.map z' = univ.val.map z := by
  obtain ⟨h1, h2, h3, h4⟩ := nodal_spec z'
  rw [← h4]
  refine (prony hp hz h1 h2).1 fun k hk => ?_
  -- the residual at `k < R` only involves samples below `2R`
  have e : residual R (nodal z') (signal p z) k = residual R (nodal z') (signal p' z') k := by
    refine Finset.sum_congr rfl fun j hj => ?_
    have := Finset.mem_range.1 hj
    rw [h (k + j) (by omega)]
  rw [e, residual_signal p' z' h2.le k]
  simp [signal, h3]
```

## (h) Energies from the arguments of the roots

Let zₘ = exp(−iEₘτ) with distinct real Eₘ, τ ≠ 0, −π ≤ Eₘτ < π and pₘ ≠ 0. Show that if a monic q of degree R has r(k) = 0 for k < R, then the numbers −arg(w)/τ over the roots w of q form the multiset of energies.

The window expresses that sampling at spacing τ cannot distinguish energies differing by a multiple of 2π/τ. With arg taking values in (−π, π], the angle −Eₘτ lies in that interval, so

arg zₘ = −Eₘτ,  −arg(zₘ)/τ = Eₘ.

This is `harg`. Equal phases then give equal energies, so the nodes are distinct (`hz`), and (e) identifies the roots. Negative τ is allowed. Outside the window the formula aliases: for R = 1, τ = 1 and E₀ = π the node is −1, its argument is π, and the formula returns −π.

For phase estimation from a time series of overlaps, this means that with exact samples and a known finite number R of populated levels inside the window, the first 2R samples contain the energies.

```lean
/-- For nodes `exp(-i Eₘ τ)` with distinct energies, `τ ≠ 0`, `Eₘ τ ∈ [-π, π)` and nonzero
weights, if a monic degree-`R` polynomial has vanishing residual for `k < R`, then the
values `-arg(w)/τ` over its roots `w` are the energies. -/
theorem energies_from_roots {p : Fin R → ℂ} {E : Fin R → ℝ} {τ : ℝ} (hτ : τ ≠ 0)
    (hp : ∀ m, p m ≠ 0) (hE : Function.Injective E)
    (hw : ∀ m, -Real.pi ≤ E m * τ ∧ E m * τ < Real.pi)
    {q : ℂ[X]} (hm : q.Monic) (hd : q.natDegree = R)
    (h : ∀ k < R, residual R q (signal p fun m => phase τ (E m)) k = 0) :
    q.roots.map (fun w => -Complex.arg w / τ) = univ.val.map E := by
  -- inside the window the argument inverts the phase factor
  have harg : ∀ m, -Complex.arg (phase τ (E m)) / τ = E m := fun m => by
    have hmem : -(E m * τ) ∈ Set.Ioc (-Real.pi) Real.pi :=
      ⟨by linarith [(hw m).2], by linarith [(hw m).1]⟩
    unfold phase
    rw [Complex.exp_mul_I, Complex.arg_cos_add_sin_mul_I hmem, neg_neg]
    exact mul_div_cancel_right₀ _ hτ
  have hz : Function.Injective fun m => phase τ (E m) := fun a b hab => by
    apply hE
    have hab' : phase τ (E a) = phase τ (E b) := hab
    rw [← harg a, ← harg b, hab']
  rw [(prony hp hz hm hd).1 h, Multiset.map_map]
  exact Multiset.map_congr rfl fun m _ => harg m
```

## (i) A mode of zero weight leaves its root free

Suppose the weight with index m₀ is zero. Show that the nodal polynomial Ñ, formed with z_{m₀} replaced by an arbitrary complex w, has r(k) = 0 for every k.

By (a), r(k) = Σₘ pₘ Ñ(zₘ) zₘ^k. The term m = m₀ vanishes through its weight, and every other term vanishes because zₘ is still a root of Ñ; `by_cases hm` is this split, and `Function.update z m₀ w` is the modified list of nodes. By (c), Ñ is monic of degree R, and for w ≠ z_{m₀} its roots differ from the nodes, so the forward direction of (e) fails without `hp`. For R = 2, z₀ ≠ z₁, p₀ = 1 and p₁ = 0 the signal is g(k) = z₀^k, and every (X − z₀)(X − w) satisfies the recurrence. A level orthogonal to ψ leaves no trace in g.

```lean
/-- If the weight of mode `m₀` is zero, the nodal polynomial with `z m₀` replaced by an
arbitrary `w` has vanishing residual for every `k`. -/
theorem zero_weight_undetermined {p : Fin R → ℂ} (z : Fin R → ℂ) {m₀ : Fin R}
    (h0 : p m₀ = 0) (w : ℂ) (k : ℕ) :
    residual R (nodal (Function.update z m₀ w)) (signal p z) k = 0 := by
  obtain ⟨-, h2, h3, -⟩ := nodal_spec (Function.update z m₀ w)
  rw [residual_signal p z h2.le k]
  refine Finset.sum_eq_zero fun m _ => ?_
  by_cases hm : m = m₀
  · rw [hm]
    simp [h0]
  · have := h3 m
    rw [Function.update_of_ne hm] at this
    simp [this]

end

end PronyPhaseExtraction
```

```lean
#print axioms PronyPhaseExtraction.residual_all
#print axioms PronyPhaseExtraction.nodes_identified
#print axioms PronyPhaseExtraction.energies_from_roots
#print axioms PronyPhaseExtraction.zero_weight_undetermined
```

```
'PronyPhaseExtraction.residual_all' depends on axioms: [propext, Classical.choice, Quot.sound]
'PronyPhaseExtraction.nodes_identified' depends on axioms: [propext, Classical.choice, Quot.sound]
'PronyPhaseExtraction.energies_from_roots' depends on axioms: [propext, Classical.choice, Quot.sound]
'PronyPhaseExtraction.zero_weight_undetermined' depends on axioms: [propext, Classical.choice, Quot.sound]
```
